## A product of two nonzero fragment geminals is a multiple of one two-pair geminal power exactly when each occupies a single level

To test a pair wave function for size consistency, one places two electron-pair fragments \(A\) and \(B\) far apart and asks whether the ansatz for the combined system contains the product of the fragment states. For one antisymmetrised geminal power (AGP) with two pairs, in fixed fragment-localised levels, it does not as soon as either fragment spreads its pair over two levels, both fragment states being nonzero.

### Matching the two-pair amplitudes

Let \(|S\rangle\) be the configuration in which the levels of the set \(S\) are doubly occupied and all others empty, and let \(|0\rangle = |\emptyset\rangle\). The pair creator acts as \(P_i^\dagger|S\rangle = |S\cup\{i\}\rangle\) for \(i\notin S\) and gives zero otherwise, so the \(P_i^\dagger\) commute and square to zero. For complex coefficients \(g_i\) the geminal creator is \(G(g)=\sum_i g_i P_i^\dagger\). For two coefficient sets \(f\) and \(g\) the diagonal terms of the product vanish, and each unordered pair of levels arises twice:
\[ G(f)G(g)|0\rangle=\sum_{i,j} f_i g_j P_i^\dagger P_j^\dagger|0\rangle=\sum_{\{i,j\},\,i\ne j}(f_i g_j+f_j g_i)\,|\{i,j\}\rangle . \]

Let \(a\neq0\) be coefficients on \(A\) and \(b\neq0\) on \(B\), each extended by zero, and write \(G_A=G(a)\), \(G_B=G(b)\). The claim is that \(c\,G(g)^2|0\rangle=G_AG_B|0\rangle\) has a solution \(g\), \(c\in\mathbb{C}\) exactly when \(a\) and \(b\) each have at most one nonzero entry.

Suppose a solution exists. For levels \(i\neq i'\) of \(A\) and \(j\neq j'\) of \(B\), the amplitudes give
\[ 2c\,g_ig_j=a_ib_j,\qquad 2c\,g_ig_{i'}=0,\qquad 2c\,g_jg_{j'}=0 . \]
If \(a_i\), \(a_{i'}\) and some \(b_j\) are nonzero, the first equation for \(i\) and for \(i'\) makes \(c\), \(g_i\) and \(g_{i'}\) nonzero, contradicting the second. Exchanging the fragments treats \(b\).

Conversely, take \(g=(a,b)\). Then \(G(g)=G_A+G_B\), and commutation gives \(G(g)^2=G_A^2+2G_AG_B+G_B^2\). A single-level geminal \(a_iP_i^\dagger\) squares to zero, so \(c=1/2\) works.

### Concatenated coefficient arrays

In a program the choice \(g=(a,b)\) joins the two fragment arrays, and \(G(g)^2|0\rangle\) has the amplitudes \(2g_pg_q\) for distinct levels \(p,q\). The block with one level on each fragment holds \(2a_ib_j\), twice the product amplitudes, which the factor \(c=1/2\) corrects. The blocks with both levels on one fragment hold \(2a_ia_{i'}\) and \(2b_jb_{j'}\), configurations with both pairs on the same fragment. As an illustration that the theorems below do not include, take \(a=b=(1,1)/\sqrt2\): the product state has four amplitudes \(1/2\), the normalised AGP with \(g=(a,b)\) has six amplitudes \(1/\sqrt6\), and their squared overlap is \(2/3\).

### Pair states and pair creators

In Lean 4 with Mathlib:

```lean
import Mathlib

open Finset

namespace GeminalPowerSizeConsistency

noncomputable section

variable {ι : Type*} [DecidableEq ι]
```

A state is a function \(\psi\) from sets of levels to amplitudes. Only configurations of doubly occupied or empty levels appear, so broken pairs are excluded.

```lean
/-- Seniority-zero states: one amplitude for each set of doubly occupied levels. -/
abbrev PairState (ι : Type*) := Finset ι → ℂ
```

On amplitudes, \((P_i^\dagger\psi)(S)=\psi(S\setminus\{i\})\) for \(i\in S\) and zero otherwise. This action is the definition; it models the product of a spin-up and a spin-down creator, but fermion operators are not constructed.

```lean
/-- The pair creation operator `P_i†`, which puts an electron pair into the empty level `i`. -/
def pairCreate (i : ι) : Module.End ℂ (PairState ι) where
  toFun ψ S := if i ∈ S then ψ (S.erase i) else 0
  map_add' ψ φ := by
    funext S
    by_cases h : i ∈ S <;> simp [h]
  map_smul' c ψ := by
    funext S
    by_cases h : i ∈ S <;> simp [h]

/-- The vacuum, with all levels empty. -/
def vacuum : PairState ι := fun S => if S = ∅ then 1 else 0
```

The square vanishes because \(i\) is absent from `S.erase i`. Commutation follows because two erasures can be exchanged, which is `Finset.erase_right_comm`.

```lean
/-- A level holds at most one pair: `P_i† P_i† = 0`. -/
theorem pairCreate_sq (i : ι) : pairCreate i * pairCreate i = 0 := by
  refine LinearMap.ext fun ψ => funext fun S => ?_
  simp [pairCreate, Module.End.mul_apply]

/-- Pair creation operators commute. -/
theorem pairCreate_comm (i j : ι) :
    pairCreate i * pairCreate j = pairCreate j * pairCreate i := by
  by_cases hij : i = j
  · rw [hij]
  refine LinearMap.ext fun ψ => funext fun S => ?_
  have e : (S.erase i).erase j = (S.erase j).erase i := Finset.erase_right_comm
  by_cases hi : i ∈ S <;> by_cases hj : j ∈ S <;>
    simp [pairCreate, Module.End.mul_apply, hi, hj, hij, Ne.symm hij, e]
```

### Geminals and their products

For finitely many levels, `geminal g` is \(G(g)\) and `agp N g` is the unnormalised \(G(g)^N|0\rangle\).

```lean
variable [Fintype ι]

/-- The geminal creation operator `G(g) = ∑ g_i P_i†`. -/
def geminal (g : ι → ℂ) : Module.End ℂ (PairState ι) := ∑ i, g i • pairCreate i

/-- The antisymmetrised geminal power `G(g)^N |0⟩` with `N` pairs. -/
def agp (N : ℕ) (g : ι → ℂ) : PairState ι := (geminal g ^ N) vacuum
```

The lemma `geminal_apply` gives \((G(g)\psi)(S)=\sum_{k\in S}g_k\,\psi(S\setminus\{k\})\), and `geminal_comm` expands both products into double sums and exchanges the summation order.

```lean
/-- The amplitude of configuration `S` in `G(g) ψ` is the sum over occupied levels `k` of
`g_k` times the amplitude of `S` without `k` in `ψ`. -/
theorem geminal_apply (g : ι → ℂ) (ψ : PairState ι) (S : Finset ι) :
    geminal g ψ S = ∑ k ∈ S, g k * ψ (S.erase k) := by
  simp only [geminal, LinearMap.sum_apply, Finset.sum_apply, LinearMap.smul_apply,
    Pi.smul_apply, smul_eq_mul]
  show ∑ k, g k * (if k ∈ S then ψ (S.erase k) else 0) = _
  simp [mul_ite, Finset.sum_ite_mem]

/-- Geminal creation operators commute. -/
theorem geminal_comm (f g : ι → ℂ) : geminal f * geminal g = geminal g * geminal f := by
  simp only [geminal, Finset.sum_mul_sum, smul_mul_smul_comm]
  rw [Finset.sum_comm]
  refine Finset.sum_congr rfl fun i _ => Finset.sum_congr rfl fun j _ => ?_
  rw [mul_comm (f j) (g i), pairCreate_comm j i]
```

Applying `geminal_apply` to \(\{i,j\}\), and then to the remaining singletons, yields \(f_ig_j+f_jg_i\).

```lean
/-- In the two-pair state `G(f) G(g) |0⟩` the configuration with pairs in the distinct levels
`i` and `j` has amplitude `f_i g_j + f_j g_i`. -/
theorem two_pair_amplitude (f g : ι → ℂ) {i j : ι} (hij : i ≠ j) :
    (geminal f * geminal g) vacuum {i, j} = f i * g j + f j * g i := by
  have e1 : ({i, j} : Finset ι).erase i = {j} := Finset.erase_insert (by simpa using hij)
  have e2 : ({i, j} : Finset ι).erase j = {i} := by
    rw [Finset.pair_comm]
    exact Finset.erase_insert (by simpa using hij.symm)
  rw [Module.End.mul_apply, geminal_apply, Finset.sum_pair hij, e1, e2, geminal_apply,
    geminal_apply]
  simp [vacuum]
```

The condition `(Function.support g).Subsingleton` says that at most one coefficient is nonzero. Diagonal terms vanish by `pairCreate_sq`, and off-diagonal terms because \(g_ig_j=0\).

```lean
/-- A geminal with at most one nonzero coefficient squares to zero. -/
theorem geminal_sq_eq_zero (g : ι → ℂ) (h : (Function.support g).Subsingleton) :
    geminal g * geminal g = 0 := by
  simp only [geminal, Finset.sum_mul_sum, smul_mul_smul_comm]
  refine Finset.sum_eq_zero fun i _ => Finset.sum_eq_zero fun j _ => ?_
  by_cases hij : i = j
  · rw [hij, pairCreate_sq, smul_zero]
  · have h0 : g i * g j = 0 := by
      by_contra hne
      exact hij (@h i (left_ne_zero_of_mul hne) j (right_ne_zero_of_mul hne))
    rw [h0, zero_smul]
```

### Two fragments

The levels form the disjoint union `A ⊕ B`, with `.inl i` on \(A\) and `.inr j` on \(B\). Separation enters only through this labelling; there is no distance or interaction. The state `separatedPairs a b` is \(G_AG_B|0\rangle\).

```lean
variable {A B : Type*}

/-- Geminal coefficients of fragment `A`, extended by zero to the levels of fragment `B`. -/
def onA (a : A → ℂ) : A ⊕ B → ℂ := Sum.elim a 0

/-- Geminal coefficients of fragment `B`, extended by zero to the levels of fragment `A`. -/
def onB (b : B → ℂ) : A ⊕ B → ℂ := Sum.elim 0 b

variable [DecidableEq A] [DecidableEq B] [Fintype A] [Fintype B]

/-- The product state `G(a) G(b) |0⟩` of one pair on fragment `A` and one pair on fragment `B`. -/
def separatedPairs (a : A → ℂ) (b : B → ℂ) : PairState (A ⊕ B) :=
  (geminal (onA a : A ⊕ B → ℂ) * geminal (onB b : A ⊕ B → ℂ) :
    Module.End ℂ (PairState (A ⊕ B))) vacuum
```

In the expansion of the square, `hs` is \(G(a,b)=G_A+G_B\), and `hop` merges the cross terms with `geminal_comm`.

```lean
/-- The two-pair geminal power with coefficients `a` on `A` and `b` on `B` is the two-pair power
on `A` alone, plus twice the product state, plus the two-pair power on `B` alone. -/
theorem agp_two_expansion (a : A → ℂ) (b : B → ℂ) :
    agp 2 (Sum.elim a b) = agp 2 (onA a) + (2 : ℂ) • separatedPairs a b + agp 2 (onB b) := by
  have hs : geminal (Sum.elim a b) = geminal (onA a) + geminal (onB b) := by
    simp [geminal, onA, onB, Fintype.sum_sum_type]
  have hop : (geminal (onA a : A ⊕ B → ℂ) + geminal (onB b)) ^ 2
      = geminal (onA a) ^ 2 + (2 : ℂ) • (geminal (onA a) * geminal (onB b))
        + geminal (onB b) ^ 2 := by
    rw [pow_two, pow_two, pow_two, add_mul, mul_add, mul_add,
      geminal_comm (onB b) (onA a), two_smul]
    abel
  simp only [agp, separatedPairs, hs, hop, LinearMap.add_apply, LinearMap.smul_apply]
```

The scalar obstruction needs only three equations. If \(g_1g_2=0\), one factor vanishes and forces \(a_1b=0\) or \(a_2b=0\).

```lean
/-- For nonzero `a₁, a₂, b` no coefficients satisfy `g₁ g₃ = a₁ b`, `g₂ g₃ = a₂ b` and
`g₁ g₂ = 0` together. -/
theorem no_geminal_coefficients (a₁ a₂ b : ℂ) (h₁ : a₁ ≠ 0) (h₂ : a₂ ≠ 0) (hb : b ≠ 0) :
    ¬ ∃ g₁ g₂ g₃ : ℂ, g₁ * g₃ = a₁ * b ∧ g₂ * g₃ = a₂ * b ∧ g₁ * g₂ = 0 := by
  rintro ⟨g₁, g₂, g₃, e₁, e₂, e₀⟩
  rcases mul_eq_zero.mp e₀ with h | h
  · exact mul_ne_zero h₁ hb (by rw [← e₁, h, zero_mul])
  · exact mul_ne_zero h₂ hb (by rw [← e₂, h, zero_mul])
```

### The equivalence and the two-level case

The main theorem reads: for finite \(A\), \(B\) and nonzero \(a\), \(b\), some `c • agp 2 g` equals the product state if and only if both supports have at most one element, which here means exactly one. The free scalar \(c\) makes normalisation and phase irrelevant. The hypotheses `ha` and `hb` say that each fragment really carries a pair; for \(a=0\) the product state is zero and \(c=0\) matches it for any \(b\).

In the forward direction `amp` compares amplitudes, and `hAB`, `hAA`, `hBB` are the three displayed equations. The scalar lemma is applied with \(g_1=2c\,g_i\), \(g_2=2c\,g_{i'}\), \(g_3=g_j\), so that \(g_1g_2\) is \(2c\) times the left side of `hAA`. In the converse, `zA` and `zB` remove \(G_A^2\) and \(G_B^2\) from the expansion.

```lean
/-- The product of nonzero geminals on fragments `A` and `B` is a multiple of a single two-pair
geminal power exactly when each fragment geminal has at most one nonzero coefficient. -/
theorem agp_represents_separatedPairs_iff (a : A → ℂ) (b : B → ℂ) (ha : a ≠ 0) (hb : b ≠ 0) :
    (∃ (g : A ⊕ B → ℂ) (c : ℂ), c • agp 2 g = separatedPairs a b) ↔
      (Function.support a).Subsingleton ∧ (Function.support b).Subsingleton := by
  constructor
  · rintro ⟨g, c, h⟩
    -- match the amplitudes of all two-pair configurations
    have amp : ∀ p q : A ⊕ B, p ≠ q → c * (g p * g q + g q * g p)
        = onA a p * onB b q + onA a q * onB b p := by
      intro p q hpq
      have := congrFun h {p, q}
      simp only [agp, separatedPairs, pow_two, Pi.smul_apply, smul_eq_mul,
        two_pair_amplitude _ _ hpq] at this
      exact this
    have hAB : ∀ i j, 2 * c * g (.inl i) * g (.inr j) = a i * b j := by
      intro i j
      have := amp (.inl i) (.inr j) (by simp)
      simp only [onA, onB, Sum.elim_inl, Sum.elim_inr, Pi.zero_apply] at this
      linear_combination this
    -- both pairs on one fragment: the amplitude must vanish
    have hAA : ∀ i i', i ≠ i' → 2 * c * g (.inl i) * g (.inl i') = 0 := by
      intro i i' hne
      have := amp (.inl i) (.inl i') (by simpa using hne)
      simp only [onA, onB, Sum.elim_inl, Pi.zero_apply] at this
      linear_combination this
    have hBB : ∀ j j', j ≠ j' → 2 * c * g (.inr j) * g (.inr j') = 0 := by
      intro j j' hne
      have := amp (.inr j) (.inr j') (by simpa using hne)
      simp only [onA, onB, Sum.elim_inr, Pi.zero_apply] at this
      linear_combination this
    constructor
    · intro i hi i' hi'
      by_contra hne
      obtain ⟨j, hj⟩ := Function.ne_iff.mp hb
      exact no_geminal_coefficients (a i) (a i') (b j) hi hi' hj
        ⟨2 * c * g (.inl i), 2 * c * g (.inl i'), g (.inr j), hAB i j, hAB i' j,
          by linear_combination (2 * c) * hAA i i' hne⟩
    · intro j hj j' hj'
      by_contra hne
      obtain ⟨i, hi⟩ := Function.ne_iff.mp ha
      exact no_geminal_coefficients (b j) (b j') (a i) hj hj' hi
        ⟨2 * c * g (.inr j), 2 * c * g (.inr j'), g (.inl i),
          by linear_combination hAB i j, by linear_combination hAB i j',
          by linear_combination (2 * c) * hBB j j' hne⟩
  · rintro ⟨hA, hB⟩
    -- single-level geminals square to zero, so only the cross term survives
    have zA : geminal (onA a : A ⊕ B → ℂ) * geminal (onA a) = 0 := by
      apply geminal_sq_eq_zero
      rintro (p | p) hp (q | q) hq
      · exact congrArg Sum.inl (@hA p (by simpa [onA] using hp) q (by simpa [onA] using hq))
      · simp [onA] at hq
      · simp [onA] at hp
      · simp [onA] at hp
    have zB : geminal (onB b : A ⊕ B → ℂ) * geminal (onB b) = 0 := by
      apply geminal_sq_eq_zero
      rintro (p | p) hp (q | q) hq
      · simp [onB] at hp
      · simp [onB] at hp
      · simp [onB] at hq
      · exact congrArg Sum.inr (@hB p (by simpa [onB] using hp) q (by simpa [onB] using hq))
    refine ⟨Sum.elim a b, 1 / 2, ?_⟩
    rw [agp_two_expansion]
    simp only [agp, pow_two, zA, zB, LinearMap.zero_apply, zero_add, add_zero, smul_smul]
    norm_num
```

With levels \(0\) and \(1\) on each fragment and \(a_0,a_1,b_0,b_1\) all nonzero, a subsingleton support of \(a\) would force \(0=1\), so no \(g\) and \(c\) succeed.

```lean
/-- For two fragments of two levels each, with all four geminal coefficients nonzero, no
multiple of a two-pair geminal power equals the product state. -/
theorem two_level_fragments (a b : Fin 2 → ℂ) (ha : ∀ i, a i ≠ 0) (hb : ∀ j, b j ≠ 0)
    (g : Fin 2 ⊕ Fin 2 → ℂ) (c : ℂ) : c • agp 2 g ≠ separatedPairs a b := by
  intro h
  have hs := ((agp_represents_separatedPairs_iff a b (fun h0 => ha 0 (congrFun h0 0))
    (fun h0 => hb 0 (congrFun h0 0))).mp ⟨g, c, h⟩).1
  have h01 : (0 : Fin 2) = 1 := @hs 0 (ha 0) 1 (ha 1)
  exact absurd h01 (by decide)

end

end GeminalPowerSizeConsistency
```

```lean
#print axioms GeminalPowerSizeConsistency.two_level_fragments
```

```
'GeminalPowerSizeConsistency.two_level_fragments' depends on axioms: [propext, Classical.choice, Quot.sound]
```

Size consistency is usually stated as additivity of energies, whereas these theorems concern exact equality of states, with no Hamiltonian or inner product. In electronic structure they locate the obstruction for a single AGP in its shared coefficient set, for two pairs, finitely many levels and no orbital rotation.
